# Five independent invariants span the operators on three spins 1/2 that commute with the total spin

When a computed $8\times8$ effective Hamiltonian for three spins 1/2 is mapped onto a spin model, one must choose which terms to include. If the matrix $A$ commutes with every component of the total spin $\mathbf J=\mathbf S_0+\mathbf S_1+\mathbf S_2$, it has exactly one expansion

$$A=c_0 1+c_1\mathbf S_0\!\cdot\!\mathbf S_1+c_2\mathbf S_1\!\cdot\!\mathbf S_2+c_3\mathbf S_0\!\cdot\!\mathbf S_2+c_4\mathbf S_0\!\cdot\!(\mathbf S_1\times\mathbf S_2),$$

with complex $c_i$, and every such combination commutes with $\mathbf J$. Commutation expresses spin-rotation symmetry: it excludes Zeeman terms and anisotropic spin couplings, such as those caused by spin–orbit interaction. That a real molecule reduces to these eight states is assumed.

## From rotational symmetry to five coefficients

**The five terms commute with $\mathbf J$.** Take $\hbar=1$. Spins on different sites commute, so $[J_x,S_{k,y}]=iS_{k,z}$ and $[J_x,S_{k,z}]=-iS_{k,y}$, and cyclically: each $\mathbf S_k$ is a vector operator. For vector operators $\mathbf V,\mathbf W$ the product rule gives

$$[J_x,\mathbf V\!\cdot\!\mathbf W]=iV_zW_y+iV_yW_z-iV_yW_z-iV_zW_y=0.$$

For $\mathbf U=\mathbf V\times\mathbf W$ it gives

$$\begin{aligned}
[J_x,U_x]&=i(V_zW_z-V_yW_y)-i(V_zW_z-V_yW_y)=0,\\
[J_x,U_y]&=i(V_xW_y-V_yW_x)=iU_z,\\
[J_x,U_z]&=i(V_xW_z-V_zW_x)=-iU_y.
\end{aligned}$$

The other components follow cyclically, so $\mathbf U$ is a vector operator and the triple product is invariant.

**Five elements determine an invariant matrix.** Let $D$ commute with $\mathbf J$. Since $J_z=3/2-N$, with $N$ the number of down spins, $(N_q-N_p)D_{pq}=0$ for basis states $p,q$, and $D$ conserves $N$. Let $u,d$ be the all-up and all-down states, $e_i$ the state with only spin $i$ down, and $f_i$ the state with only spin $i$ up. Write $\alpha=D_{uu}$, $\beta=D_{dd}$, $m_{ij}=D_{e_ie_j}$ and $n_{ij}=D_{f_if_j}$. The lowering operator $L=J_x-iJ_y$ acts as $Lu=\sum_i e_i$, $Le_j=\sum_{k\ne j}f_k$, $Lf_j=d$. Hence $LD=DL$ gives

$$\sum_j m_{ij}=\alpha,\qquad \sum_{i\ne k}m_{ij}=\sum_{l\ne j}n_{kl},\qquad \sum_k n_{kj}=\beta.$$

With $C_j=\sum_i m_{ij}$ and $R_k=\sum_l n_{kl}$, the middle equation reads $n_{kj}=R_k-C_j+m_{kj}$. Summing over $j$ gives $R_k=3R_k-3\alpha+\alpha$, so $R_k=\alpha$. Summing over $k$ gives $\beta=3\alpha-2C_j$. All $C_j$ are therefore equal, and since they add up to $3\alpha$, $C_j=\alpha$ and $\beta=\alpha$.

Now suppose $m_{00}=m_{01}=m_{10}=m_{12}=m_{20}=0$. Column 0 gives $\alpha=0$; rows 0 and 1 give $m_{02}=m_{11}=0$; columns 1 and 2 give $m_{21}=m_{22}=0$. Then all $n_{kj}$ vanish, and $D=0$.

**The coefficients.** $\mathbf S_i\cdot\mathbf S_j$ has diagonal element $1/4$ for parallel and $-1/4$ for antiparallel spins, and $1/2$ between the two antiparallel arrangements. The triple product has no diagonal elements. Between $e_0$ and $e_1$ only $S_{2,z}=1/2$ contributes, giving $\frac12(-\frac i4-\frac i4)=-\frac i4$; the reversed element is $+\frac i4$, and the others follow cyclically. With $a_{ij}=A_{e_ie_j}$,

$$\begin{aligned}
a_{00}&=c_0-\tfrac{c_1}4+\tfrac{c_2}4-\tfrac{c_3}4, & a_{01}&=\tfrac{c_1}2-\tfrac{i}{4}c_4, & a_{10}&=\tfrac{c_1}2+\tfrac{i}{4}c_4,\\
a_{12}&=\tfrac{c_2}2-\tfrac{i}{4}c_4, & a_{20}&=\tfrac{c_3}2-\tfrac{i}{4}c_4.
\end{aligned}$$

Put $\delta=a_{01}-a_{10}$. Then $c_1=a_{01}+a_{10}$, $c_4=2i\delta$, $c_2=2a_{12}-\delta$, $c_3=2a_{20}-\delta$ and $c_0=a_{00}+(c_1-c_2+c_3)/4$. For an invariant $A$, subtracting this combination leaves an invariant matrix whose five elements vanish, hence zero. For $A=0$ the formulas give $c=0$, which is linear independence. The five matrices are Hermitian, so by uniqueness a Hermitian $A$, such as a Hamiltonian, has real $c_i$.

**One component is not enough.** $J_z$ commutes with itself, but $[J_x,J_z]=-iJ_y\ne0$, so $J_z$ is not a combination of the five.

## Spins and invariants as matrices

Basis states are triples with 0 for up and 1 for down, so $e_0$ is `(1, 0, 0)`. Sites count from 0, as above.

In Lean 4 with Mathlib:

```lean
import Mathlib

open Matrix
open scoped Kronecker

namespace ThreeSpinInvariants

noncomputable section

/-- Operators on the eight-dimensional space of three spins 1/2; in each factor
0 is spin up and 1 is spin down. -/
abbrev Op := Matrix (Fin 2 × Fin 2 × Fin 2) (Fin 2 × Fin 2 × Fin 2) ℂ

/-- The commutator `[x, y] = x y - y x`. -/
def comm {R : Type*} [Ring R] (x y : R) : R := x * y - y * x
```

Components 0, 1, 2 are $x,y,z$. Kronecker products with identities place a one-spin matrix on its site.

```lean
/-- The components x, y, z of a single spin 1/2, in units of ħ. -/
def spinHalf : Fin 3 → Matrix (Fin 2) (Fin 2) ℂ
  | 0 => !![0, 1 / 2; 1 / 2, 0]
  | 1 => !![0, -Complex.I / 2; Complex.I / 2, 0]
  | 2 => !![1 / 2, 0; 0, -1 / 2]

/-- The one-spin operator `X` acting on spin `k` of the three. -/
def site : Fin 3 → Matrix (Fin 2) (Fin 2) ℂ → Op
  | 0, X => X ⊗ₖ ((1 : Matrix (Fin 2) (Fin 2) ℂ) ⊗ₖ (1 : Matrix (Fin 2) (Fin 2) ℂ))
  | 1, X => (1 : Matrix (Fin 2) (Fin 2) ℂ) ⊗ₖ (X ⊗ₖ (1 : Matrix (Fin 2) (Fin 2) ℂ))
  | 2, X => (1 : Matrix (Fin 2) (Fin 2) ℂ) ⊗ₖ ((1 : Matrix (Fin 2) (Fin 2) ℂ) ⊗ₖ X)

/-- Component `a` of spin `k`. -/
def spin (k a : Fin 3) : Op := site k (spinHalf a)

/-- Component `a` of the total spin. -/
def totalSpin (a : Fin 3) : Op := ∑ k, spin k a
```

The products below keep the operator order. Component indices are taken modulo 3, which makes `a + 1` and `a + 2` the cyclic successors.

```lean
/-- The scalar product `V · W` of two triples of operators. -/
def dot {R : Type*} [Ring R] (V W : Fin 3 → R) : R := ∑ a, V a * W a

/-- The vector product `V × W` of two triples of operators, with indices cyclic. -/
def cross {R : Type*} [Ring R] (V W : Fin 3 → R) (a : Fin 3) : R :=
  V (a + 1) * W (a + 2) - V (a + 2) * W (a + 1)

/-- `V` is a vector operator under `J`: `[J_x, V_x] = 0`, `[J_x, V_y] = i V_z`,
`[J_x, V_z] = -i V_y`, and cyclically. -/
structure IsVectorOperator {R : Type*} [Ring R] [Algebra ℂ R] (J V : Fin 3 → R) : Prop where
  self : ∀ a, comm (J a) (V a) = 0
  next : ∀ a, comm (J a) (V (a + 1)) = Complex.I • V (a + 2)
  prev : ∀ a, comm (J a) (V (a + 2)) = (-Complex.I) • V (a + 1)
```

The order of `invariants` fixes the meaning of $c_0,\dots,c_4$.

```lean
/-- The five matrices `1`, `S0·S1`, `S1·S2`, `S0·S2` and `S0·(S1 × S2)`, where `Sk` is `spin k`. -/
def invariants : Fin 5 → Op
  | 0 => 1
  | 1 => dot (spin 0) (spin 1)
  | 2 => dot (spin 1) (spin 2)
  | 3 => dot (spin 0) (spin 2)
  | 4 => dot (spin 0) (cross (spin 1) (spin 2))

/-- The number of down spins in a basis state. -/
def numDown (p : Fin 2 × Fin 2 × Fin 2) : ℕ := p.1.val + p.2.1.val + p.2.2.val
```

## Commutators of scalar and vector products

The product rule expands each commutator, the vector-operator relations replace the single ones, and `abel` cancels the terms.

```lean
/-- The commutator obeys the product rule. -/
theorem comm_mul {R : Type*} [Ring R] (x y z : R) :
    comm x (y * z) = comm x y * z + y * comm x z := by
  simp only [comm]
  noncomm_ring

/-- The scalar product of two vector operators commutes with every component of `J`. -/
theorem comm_dot {R : Type*} [Ring R] [Algebra ℂ R] {J V W : Fin 3 → R}
    (hV : IsVectorOperator J V) (hW : IsVectorOperator J W) (a : Fin 3) :
    comm (J a) (dot V W) = 0 := by
  have hs : dot V W = V a * W a + V (a + 1) * W (a + 1) + V (a + 2) * W (a + 2) := by
    fin_cases a <;> simp [dot, Fin.sum_univ_three] <;> abel
  have ca : ∀ x y z : R, comm x (y + z) = comm x y + comm x z := by
    intro x y z
    simp only [comm]
    noncomm_ring
  rw [hs]
  simp only [ca, comm_mul, hV.self, hV.next, hV.prev, hW.self, hW.next, hW.prev,
    smul_mul_assoc, mul_smul_comm, neg_smul, neg_mul, mul_neg, zero_mul, mul_zero]
  abel

/-- The vector product of two vector operators is a vector operator. -/
theorem isVectorOperator_cross {R : Type*} [Ring R] [Algebra ℂ R] {J V W : Fin 3 → R}
    (hV : IsVectorOperator J V) (hW : IsVectorOperator J W) :
    IsVectorOperator J (cross V W) := by
  have cs : ∀ x y z : R, comm x (y - z) = comm x y - comm x z := by
    intro x y z
    simp only [comm]
    noncomm_ring
  have i11 : ∀ a : Fin 3, a + 1 + 1 = a + 2 := by decide
  have i12 : ∀ a : Fin 3, a + 1 + 2 = a := by decide
  have i21 : ∀ a : Fin 3, a + 2 + 1 = a := by decide
  have i22 : ∀ a : Fin 3, a + 2 + 2 = a + 1 := by decide
  constructor <;> intro a <;>
    simp only [cross, i11, i12, i21, i22, cs, comm_mul, hV.self, hV.next, hV.prev,
      hW.self, hW.next, hW.prev, smul_mul_assoc, mul_smul_comm, neg_smul, neg_mul, mul_neg, smul_sub,
      zero_mul, mul_zero] <;>
    abel
```

For a single spin, `hc` reduces the commutator to its own site; the Pauli algebra is then checked entry by entry.

```lean
/-- Placing a one-spin operator on spin `k` is a linear operation. -/
theorem site_linear (k : Fin 3) (c d : ℂ) (X Y : Matrix (Fin 2) (Fin 2) ℂ) :
    site k (c • X + d • Y) = c • site k X + d • site k Y := by
  match k with
  | 0 | 1 | 2 =>
    ext p q
    simp only [site, Matrix.add_apply, Matrix.smul_apply, kroneckerMap_apply, smul_eq_mul]
    ring

/-- Each of the three spins is a vector operator under the total spin. -/
theorem isVectorOperator_spin_witness (k : Fin 3) : IsVectorOperator totalSpin (spin k) := by
  -- only the spin on the same site contributes to the commutator
  have hc : ∀ a X, comm (totalSpin a) (site k X) = site k (comm (spinHalf a) X) := by
    intro a X
    match k with
    | 0 | 1 | 2 =>
      simp only [totalSpin, spin, Fin.sum_univ_three, comm, site, add_mul, mul_add,
        ← Matrix.mul_kronecker_mul, one_mul, mul_one]
      ext p q
      simp only [Matrix.add_apply, Matrix.sub_apply, kroneckerMap_apply]
      ring
  have hsm : ∀ (c : ℂ) X, site k (c • X) = c • site k X := by
    intro c X
    simpa using site_linear k c 0 X 0
  have hI := Complex.I_sq
  constructor <;> intro a <;> rw [spin, hc]
  · have h0 : comm (spinHalf a) (spinHalf a) = (0 : ℂ) • spinHalf a := by simp [comm]
    rw [h0, hsm, zero_smul]
  · rw [spin, ← hsm]
    congr 1
    fin_cases a <;> ext i j <;> fin_cases i <;> fin_cases j <;>
      simp [comm, spinHalf] <;> grind
  · rw [spin, ← hsm]
    congr 1
    fin_cases a <;> ext i j <;> fin_cases i <;> fin_cases j <;>
      simp [comm, spinHalf] <;> grind
```

## Conservation of down spins and the lowering operator

Here `hd` is the diagonal form of $J_z$.

```lean
/-- Selection rule: an operator that commutes with the z component of the total spin has no
matrix element between basis states with different numbers of down spins. -/
theorem selection_rule {D : Op} (h : comm (totalSpin 2) D = 0)
    {p q : Fin 2 × Fin 2 × Fin 2} (hpq : numDown p ≠ numDown q) : D p q = 0 := by
  have hd : totalSpin 2 = Matrix.diagonal (fun p => 3 / 2 - (numDown p : ℂ)) := by
    ext ⟨i, j, k⟩ ⟨i', j', k'⟩
    fin_cases i <;> fin_cases j <;> fin_cases k <;> fin_cases i' <;> fin_cases j' <;>
      fin_cases k' <;>
      norm_num [totalSpin, spin, site, spinHalf, numDown, Fin.sum_univ_three,
        Matrix.one_apply, Matrix.diagonal_apply]
  have e := congrFun (congrFun h p) q
  rw [comm, hd] at e
  simp only [Matrix.sub_apply, Matrix.diagonal_mul, Matrix.mul_diagonal,
    Matrix.zero_apply] at e
  have e' : ((numDown q : ℂ) - numDown p) * D p q = 0 := by linear_combination e
  rcases mul_eq_zero.mp e' with h1 | h1
  · have h2 : numDown q = numDown p := by exact_mod_cast sub_eq_zero.mp h1
    exact absurd h2.symm hpq
  · exact h1
```

Next, `hL` states that $L$ commutes with $D$. Equations `r1`–`r3` are the row sums, `r4`–`r12` the middle relations and `r13`–`r15` the column sums; `grind` solves them for the fifteen remaining elements.

```lean
/-- An operator that commutes with the total spin vanishes if five particular matrix elements
between states with one down spin vanish. -/
theorem eq_zero_of_five {D : Op} (hD : ∀ a, comm (totalSpin a) D = 0)
    (h00 : D (1, 0, 0) (1, 0, 0) = 0) (h01 : D (1, 0, 0) (0, 1, 0) = 0)
    (h10 : D (0, 1, 0) (1, 0, 0) = 0) (h12 : D (0, 1, 0) (0, 0, 1) = 0)
    (h20 : D (0, 0, 1) (1, 0, 0) = 0) : D = 0 := by
  -- the lowering operator S_x - i S_y
  have hl : !![0, 0; 1, 0] = (1 : ℂ) • spinHalf 0 + (-Complex.I) • spinHalf 1 := by
    have hI := Complex.I_sq
    ext i j
    fin_cases i <;> fin_cases j <;> simp [spinHalf] <;> grind
  have hs : site 0 !![0, 0; 1, 0] + site 1 !![0, 0; 1, 0] + site 2 !![0, 0; 1, 0]
      = totalSpin 0 + (-Complex.I) • totalSpin 1 := by
    rw [hl]
    simp only [site_linear, totalSpin, spin, Fin.sum_univ_three]
    module
  have hL : comm (site 0 !![0, 0; 1, 0] + site 1 !![0, 0; 1, 0] + site 2 !![0, 0; 1, 0]) D
      = 0 := by
    have h0 := hD 0
    have h1 := hD 1
    rw [hs]
    simp only [comm] at h0 h1 ⊢
    have key : (totalSpin 0 + (-Complex.I) • totalSpin 1) * D
        - D * (totalSpin 0 + (-Complex.I) • totalSpin 1)
        = (totalSpin 0 * D - D * totalSpin 0)
          + (-Complex.I) • (totalSpin 1 * D - D * totalSpin 1) := by
      simp only [add_mul, mul_add, smul_mul_assoc, mul_smul_comm, smul_sub]
      abel
    rw [key, h0, h1, smul_zero, add_zero]
  have e := fun p q => congrFun (congrFun hL p) q
  simp only [comm, Matrix.sub_apply, Matrix.mul_apply, Fintype.sum_prod_type,
    Fin.sum_univ_two] at e
  have r1 := e (1, 0, 0) (0, 0, 0)
  have r2 := e (0, 1, 0) (0, 0, 0)
  have r3 := e (0, 0, 1) (0, 0, 0)
  have r4 := e (0, 1, 1) (1, 0, 0)
  have r5 := e (0, 1, 1) (0, 1, 0)
  have r6 := e (0, 1, 1) (0, 0, 1)
  have r7 := e (1, 0, 1) (1, 0, 0)
  have r8 := e (1, 0, 1) (0, 1, 0)
  have r9 := e (1, 0, 1) (0, 0, 1)
  have r10 := e (1, 1, 0) (1, 0, 0)
  have r11 := e (1, 1, 0) (0, 1, 0)
  have r12 := e (1, 1, 0) (0, 0, 1)
  have r13 := e (1, 1, 1) (0, 1, 1)
  have r14 := e (1, 1, 1) (1, 0, 1)
  have r15 := e (1, 1, 1) (1, 1, 0)
  simp [site] at r1 r2 r3 r4 r5 r6 r7 r8 r9 r10 r11 r12 r13 r14 r15
  -- fifteen linear equations for the fifteen remaining elements
  have z : D (0, 0, 0) (0, 0, 0) = 0 ∧ D (1, 0, 0) (0, 0, 1) = 0 ∧
      D (0, 1, 0) (0, 1, 0) = 0 ∧ D (0, 0, 1) (0, 1, 0) = 0 ∧ D (0, 0, 1) (0, 0, 1) = 0 ∧
      D (0, 1, 1) (0, 1, 1) = 0 ∧ D (0, 1, 1) (1, 0, 1) = 0 ∧ D (0, 1, 1) (1, 1, 0) = 0 ∧
      D (1, 0, 1) (0, 1, 1) = 0 ∧ D (1, 0, 1) (1, 0, 1) = 0 ∧ D (1, 0, 1) (1, 1, 0) = 0 ∧
      D (1, 1, 0) (0, 1, 1) = 0 ∧ D (1, 1, 0) (1, 0, 1) = 0 ∧ D (1, 1, 0) (1, 1, 0) = 0 ∧
      D (1, 1, 1) (1, 1, 1) = 0 := by
    clear e hL hs hl hD
    and_intros <;> grind
  have hw : ∀ p q, numDown p ≠ numDown q → D p q = 0 := fun p q => selection_rule (hD 2)
  ext ⟨i, j, k⟩ ⟨i', j', k'⟩
  revert i j k i' j' k'
  simp [Fin.forall_fin_two, hw, numDown, z, h00, h01, h10, h12, h20]
```

## Reading off the expansion

The five elements are computed from the explicit matrices.

```lean
/-- Five matrix elements, between states with one down spin, of a general linear combination
of the five invariants. -/
theorem five_elements (c : Fin 5 → ℂ) :
    (∑ i, c i • invariants i) (1, 0, 0) (1, 0, 0) = c 0 - c 1 / 4 + c 2 / 4 - c 3 / 4 ∧
    (∑ i, c i • invariants i) (1, 0, 0) (0, 1, 0) = c 1 / 2 - Complex.I / 4 * c 4 ∧
    (∑ i, c i • invariants i) (0, 1, 0) (1, 0, 0) = c 1 / 2 + Complex.I / 4 * c 4 ∧
    (∑ i, c i • invariants i) (0, 1, 0) (0, 0, 1) = c 2 / 2 - Complex.I / 4 * c 4 ∧
    (∑ i, c i • invariants i) (0, 0, 1) (1, 0, 0) = c 3 / 2 - Complex.I / 4 * c 4 := by
  have hI := Complex.I_sq
  simp only [Fin.sum_univ_five, invariants, dot, cross, Fin.sum_univ_three, spin, site,
    mul_sub, ← Matrix.mul_kronecker_mul, one_mul, mul_one]
  refine ⟨?_, ?_, ?_, ?_, ?_⟩ <;> simp [spinHalf] <;> grind
```

The final theorem quantifies over every complex matrix `A`, Hermitian or not. Its first part is the equivalence, its second the linear independence. The proof inserts the coefficient formulas above and applies `eq_zero_of_five` to the difference; `linear_combination` verifies the five zeros.

```lean
/-- A matrix on three spins 1/2 commutes with all components of the total spin if and only if it is
a complex linear combination of `1`, `S0·S1`, `S1·S2`, `S0·S2` and `S0·(S1 × S2)`, and these five
matrices are linearly independent. -/
theorem commutes_iff_and_linearIndependent :
    (∀ A : Op, (∀ a, comm (totalSpin a) A = 0) ↔ ∃ c : Fin 5 → ℂ, A = ∑ i, c i • invariants i)
      ∧ LinearIndependent ℂ invariants := by
  have hv := isVectorOperator_spin_witness
  have hinv : ∀ i a, comm (totalSpin a) (invariants i) = 0 := by
    intro i a
    match i with
    | 0 => simp [comm, invariants]
    | 1 => exact comm_dot (hv 0) (hv 1) a
    | 2 => exact comm_dot (hv 1) (hv 2) a
    | 3 => exact comm_dot (hv 0) (hv 2) a
    | 4 => exact comm_dot (hv 0) (isVectorOperator_cross (hv 1) (hv 2)) a
  have hcomb : ∀ (c : Fin 5 → ℂ) a, comm (totalSpin a) (∑ i, c i • invariants i) = 0 := by
    intro c a
    rw [comm, Finset.mul_sum, Finset.sum_mul, ← Finset.sum_sub_distrib]
    refine Finset.sum_eq_zero fun i _ => ?_
    rw [mul_smul_comm, smul_mul_assoc, ← smul_sub]
    have h := hinv i a
    rw [comm] at h
    rw [h, smul_zero]
  have hI := Complex.I_sq
  refine ⟨fun A => ⟨fun hA => ?_, ?_⟩, ?_⟩
  · -- read the coefficients off five matrix elements of A
    obtain ⟨c, h0, h1, h2, h3, h4⟩ : ∃ c : Fin 5 → ℂ,
        c 0 = A (1, 0, 0) (1, 0, 0) + (A (1, 0, 0) (0, 1, 0) + A (0, 1, 0) (1, 0, 0)) / 4
          - A (0, 1, 0) (0, 0, 1) / 2 + A (0, 0, 1) (1, 0, 0) / 2 ∧
        c 1 = A (1, 0, 0) (0, 1, 0) + A (0, 1, 0) (1, 0, 0) ∧
        c 2 = 2 * A (0, 1, 0) (0, 0, 1) - (A (1, 0, 0) (0, 1, 0) - A (0, 1, 0) (1, 0, 0)) ∧
        c 3 = 2 * A (0, 0, 1) (1, 0, 0) - (A (1, 0, 0) (0, 1, 0) - A (0, 1, 0) (1, 0, 0)) ∧
        c 4 = 2 * Complex.I * (A (1, 0, 0) (0, 1, 0) - A (0, 1, 0) (1, 0, 0)) :=
      ⟨![_, _, _, _, _], rfl, rfl, rfl, rfl, rfl⟩
    obtain ⟨e00, e01, e10, e12, e20⟩ := five_elements c
    refine ⟨c, sub_eq_zero.mp (eq_zero_of_five (fun a => ?_) ?_ ?_ ?_ ?_ ?_)⟩
    · have ha := hA a
      have hc := hcomb c a
      simp only [comm] at ha hc ⊢
      linear_combination (norm := noncomm_ring) ha - hc
    · rw [Matrix.sub_apply, e00]
      linear_combination -h0 + h1 / 4 - h2 / 4 + h3 / 4
    · rw [Matrix.sub_apply, e01]
      linear_combination -h1 / 2 + Complex.I / 4 * h4
        + (A (1, 0, 0) (0, 1, 0) - A (0, 1, 0) (1, 0, 0)) / 2 * hI
    · rw [Matrix.sub_apply, e10]
      linear_combination -h1 / 2 - Complex.I / 4 * h4
        - (A (1, 0, 0) (0, 1, 0) - A (0, 1, 0) (1, 0, 0)) / 2 * hI
    · rw [Matrix.sub_apply, e12]
      linear_combination -h2 / 2 + Complex.I / 4 * h4
        + (A (1, 0, 0) (0, 1, 0) - A (0, 1, 0) (1, 0, 0)) / 2 * hI
    · rw [Matrix.sub_apply, e20]
      linear_combination -h3 / 2 + Complex.I / 4 * h4
        + (A (1, 0, 0) (0, 1, 0) - A (0, 1, 0) (1, 0, 0)) / 2 * hI
  · rintro ⟨c, rfl⟩
    exact hcomb c
  · -- a vanishing combination has vanishing coefficients
    rw [Fintype.linearIndependent_iff]
    intro c hc
    obtain ⟨e00, e01, e10, e12, e20⟩ := five_elements c
    rw [hc, Matrix.zero_apply] at e00 e01 e10 e12 e20
    have h1 : c 1 = 0 := by linear_combination -e01 - e10
    have h2 : c 2 = 0 := by linear_combination -2 * e12 + e01 - e10
    have h3 : c 3 = 0 := by linear_combination -2 * e20 + e01 - e10
    have h4 : c 4 = 0 := by linear_combination 2 * Complex.I * (e10 - e01) + c 4 * hI
    have h0 : c 0 = 0 := by linear_combination -e00 + h1 / 4 - h2 / 4 + h3 / 4
    intro i
    match i with
    | 0 => exact h0
    | 1 => exact h1
    | 2 => exact h2
    | 3 => exact h3
    | 4 => exact h4

end

end ThreeSpinInvariants
```

```lean
#print axioms ThreeSpinInvariants.commutes_iff_and_linearIndependent
-- 'ThreeSpinInvariants.commutes_iff_and_linearIndependent' depends on axioms: [propext, Classical.choice, Quot.sound]
```
